# Two-pulse electron spin echo as a sum of two nuclear traces, independent of the electron offset

An electron spin is coupled to a two-level nucleus, which evolves by `A` or `B` according to the electron's state, in two equal periods separated by an ideal π pulse about x. The first pulse is taken to have left the electron coherence σₓ, with the nucleus unpolarised, so the evolution starts from σₓ ⊗ 1. The theorem says that the echo detected along σₓ, with the trace divided by its initial value tr[(σₓ ⊗ 1)²] = 4, equals [tr(A†B†AB) + tr(B†A†BA)]/4 for every real offset phase φ. The matrices `A` and `B` are arbitrary complex 2 × 2 matrices; they need not be unitary, as they would be for physical evolution without loss. The proof cancels the offset phases and the phase of the pulse, reduces the product inside the trace to a block-diagonal matrix, and rearranges the traces of its blocks by cyclicity.

Lean 4 with Mathlib refuses this proof:

```lean
import Mathlib

open Matrix

namespace EchoEqTrace

noncomputable section

/-- The electron operator `σₓ` on the electron-nuclear space, in blocks labelled by the
electron spin state. -/
def electronX : Matrix (Fin 2 ⊕ Fin 2) (Fin 2 ⊕ Fin 2) ℂ := fromBlocks 0 1 1 0

/-- Free evolution between the pulses: the nucleus evolves by `A` or `B` according to the
electron state, and the electron acquires the offset phase `φ`. -/
def freeEvolution (φ : ℝ) (A B : Matrix (Fin 2) (Fin 2) ℂ) :
    Matrix (Fin 2 ⊕ Fin 2) (Fin 2 ⊕ Fin 2) ℂ :=
  fromBlocks (Complex.exp (-(Complex.I * φ / 2)) • A) 0 0
    (Complex.exp (Complex.I * φ / 2) • B)

/-- Free evolution, an ideal `π` pulse `-i σₓ` on the electron, and the same free
evolution again. -/
def refocus (φ : ℝ) (A B : Matrix (Fin 2) (Fin 2) ℂ) :
    Matrix (Fin 2 ⊕ Fin 2) (Fin 2 ⊕ Fin 2) ℂ :=
  freeEvolution φ A B * ((-Complex.I) • electronX) * freeEvolution φ A B

/-- The two-pulse echo: the electron coherence `σₓ` left by the first pulse is refocused
and detected along `σₓ`, in units of its initial value. -/
def echo (φ : ℝ) (A B : Matrix (Fin 2) (Fin 2) ℂ) : ℂ :=
  trace (electronX * (refocus φ A B * electronX * (refocus φ A B)ᴴ)) / 4

/-- The echo is the average of the two nuclear traces of `A† B† A B` and `B† A† B A`,
each divided by two, whatever the electron offset. -/
theorem echo_eq_trace (φ : ℝ) (A B : Matrix (Fin 2) (Fin 2) ℂ) :
    echo φ A B = (trace (Aᴴ * Bᴴ * A * B) + trace (Bᴴ * Aᴴ * B * A)) / 4 := by
  -- the offset phases before and after the pulse cancel
  have hW : refocus φ A B = (-Complex.I) • fromBlocks 0 (A * B) (B * A) 0 := by
    have h : Complex.exp (-(Complex.I * φ / 2)) * Complex.exp (Complex.I * φ / 2) = 1 := by
      rw [← Complex.exp_add, neg_add_cancel, Complex.exp_zero]
    unfold refocus freeEvolution electronX
    generalize Complex.exp (-(Complex.I * φ / 2)) = p at h ⊢
    generalize Complex.exp (Complex.I * φ / 2) = q at h ⊢
    have h' : q * p = 1 := by rw [mul_comm, h]
    rw [Matrix.mul_smul, Matrix.smul_mul]
    congr 1
    simp [fromBlocks_multiply, smul_smul, h, h']
  have hI : -Complex.I * star (-Complex.I) = 1 := by simp
  -- the phase of the pulse drops out of the density matrix
  have hM : electronX * (refocus φ A B * electronX * (refocus φ A B)ᴴ) =
      fromBlocks (B * A * (A * B)ᴴ) 0 0 (A * B * (B * A)ᴴ) := by
    rw [hW, conjTranspose_smul, Matrix.smul_mul, Matrix.smul_mul, Matrix.mul_smul,
      smul_smul, hI, one_smul]
    simp [electronX, fromBlocks_multiply, fromBlocks_conjTranspose]
  have hc : ∀ C D : Matrix (Fin 2) (Fin 2) ℂ,
      trace (C * D * (D * C)ᴴ) = trace (Cᴴ * Dᴴ * C * D) := by
    intro C D
    rw [conjTranspose_mul, Matrix.trace_mul_comm (C * D) (Cᴴ * Dᴴ), ← Matrix.mul_assoc]
  rw [echo, hM, trace_fromBlocks, hc, hc, add_comm]

end

end EchoEqTrace
```

The error:

```
Main.lean:51:6: error: Tactic `rewrite` failed: Did not find an occurrence of the pattern
  ?a₁ • ?a₂ • ?b
in the target expression
  -Complex.I •
      (electronX *
        (fromBlocks 0 (A * B) (B * A) 0 * electronX * star (-Complex.I) • (fromBlocks 0 (A * B) (B * A) 0)ᴴ)) =
    fromBlocks (B * A * (A * B)ᴴ) 0 0 (A * B * (B * A)ᴴ)

φ : ℝ
A B : Matrix (Fin 2) (Fin 2) ℂ
hW : refocus φ A B = -Complex.I • fromBlocks 0 (A * B) (B * A) 0
hI : -Complex.I * star (-Complex.I) = 1
⊢ -Complex.I •
      (electronX *
        (fromBlocks 0 (A * B) (B * A) 0 * electronX * star (-Complex.I) • (fromBlocks 0 (A * B) (B * A) 0)ᴴ)) =
    fromBlocks (B * A * (A * B)ᴴ) 0 0 (A * B * (B * A)ᴴ)
Main.lean:57:16: error(lean.unknownIdentifier): Unknown identifier `trace_fromBlocks`
Main.lean:34:76: error: unsolved goals
φ : ℝ
A B : Matrix (Fin 2) (Fin 2) ℂ
hW : refocus φ A B = -Complex.I • fromBlocks 0 (A * B) (B * A) 0
hI : -Complex.I * star (-Complex.I) = 1
hM : electronX * (refocus φ A B * electronX * (refocus φ A B)ᴴ) = fromBlocks (B * A * (A * B)ᴴ) 0 0 (A * B * (B * A)ᴴ)
hc : ∀ (C D : Matrix (Fin 2) (Fin 2) ℂ), (C * D * (D * C)ᴴ).trace = (Cᴴ * Dᴴ * C * D).trace
⊢ (fromBlocks (B * A * (A * B)ᴴ) 0 0 (A * B * (B * A)ᴴ)).trace / 4 =
    ((Aᴴ * Bᴴ * A * B).trace + (Bᴴ * Aᴴ * B * A).trace) / 4
```

The change, after which it compiles:

```diff
@@ -49,5 +49,5 @@
       fromBlocks (B * A * (A * B)ᴴ) 0 0 (A * B * (B * A)ᴴ) := by
     rw [hW, conjTranspose_smul, Matrix.smul_mul, Matrix.smul_mul, Matrix.mul_smul,
-      smul_smul, hI, one_smul]
+      Matrix.mul_smul, Matrix.mul_smul, smul_smul, hI, one_smul]
     simp [electronX, fromBlocks_multiply, fromBlocks_conjTranspose]
   have hc : ∀ C D : Matrix (Fin 2) (Fin 2) ℂ,
@@ -55,5 +55,9 @@
     intro C D
     rw [conjTranspose_mul, Matrix.trace_mul_comm (C * D) (Cᴴ * Dᴴ), ← Matrix.mul_assoc]
-  rw [echo, hM, trace_fromBlocks, hc, hc, add_comm]
+  have hT : ∀ P Q : Matrix (Fin 2) (Fin 2) ℂ,
+      trace (fromBlocks P 0 0 Q) = trace P + trace Q := by
+    intro P Q
+    simp [Matrix.trace, Fintype.sum_sum_type]
+  rw [echo, hM, hT, hc, hc, add_comm]
 
 end
```

What went wrong. The first error is at `smul_smul`, which merges two scalars only when one acts directly on the result of the other. The single `Matrix.mul_smul` had brought `-Complex.I` to the front, but `star (-Complex.I)` was still inside two nested products. The two added uses of `Matrix.mul_smul` take it out of the inner product and then the outer one. The scalars are then adjacent, and `smul_smul`, `hI` and `one_smul` remove them.

The second error says that Lean knows no `trace_fromBlocks`, even with the namespace `Matrix` open. The third follows from it: the final rewriting stopped after `hM`, leaving the trace of the block matrix unexpanded. The new `hT` proves the missing fact, that the trace of a block-diagonal matrix is the sum of the traces of its diagonal blocks, by splitting the sum over `Fin 2 ⊕ Fin 2`. With `hT` in place of the unknown name, `hc` can rewrite each trace and `add_comm` puts the two in the stated order.
